# Corbino and Hall-bar thermopowers of opposite sign in a semiclassical power-law model

A transport code that computes thermopower from $\sigma_{xx}'/\sigma_{xx}$ and compares it with a Hall-bar measurement can get the sign wrong in a strong magnetic field. That ratio belongs to a Corbino disc; a Hall bar needs the full tensor $\sigma^{-1}\sigma'$.

## Two thermopowers at any field strength

Take carriers in a two-dimensional parabolic band, with energy $E>0$ measured from the band edge, a scattering time proportional to $E^r$ with $r$ real, and magnetic field strength $w$ in reduced units. With Hall parameter $u=wE^r$, the conductivity in reduced units is

$$\sigma=\frac{E^{1+r}}{1+u^2}\begin{pmatrix}1&u\\-u&1\end{pmatrix}.$$

A prime denotes $d/dE$ at fixed $w$. The dimensionless thermopowers are

$$C=E\frac{\sigma_{xx}'}{\sigma_{xx}}=1-r+\frac{2r}{1+u^2},\qquad H=E(\sigma^{-1}\sigma')_{xx}=1+\frac{r}{1+u^2}$$

for Corbino and Hall bar respectively. As $w\to\infty$ they tend to $1-r$ and $1$. For $r>1$, $C<0<H$ holds exactly when $r+1<(r-1)u^2$.

## Where post-processing picks a geometry

The choice enters when a code turns $\sigma(E)$ into a thermopower. In this single-band, power-law model, the closed forms provide reference values for both the energy derivative and the tensor inversion.

## From zero current to the closed forms

Let $F$ be the electrochemical field, which is the electric field corrected for the gradient of the chemical potential, and let $g$ be the temperature gradient along $x$. The current is $j=\sigma F-\kappa\sigma'(g,0)^T$. The constant $\kappa$ stands for the Mott prefactor, proportional to temperature divided by carrier charge. The Mott form applies to degenerate carriers, and $E$ is then their Fermi energy.

In a Corbino disc, $x$ is radial and the azimuthal field vanishes. Zero radial current gives $\sigma_{xx}F_x=\kappa\sigma_{xx}'g$, so $F_x=\kappa gC/E$. In a Hall bar both current components vanish, so $F=\kappa\sigma^{-1}\sigma'(g,0)^T$ and $F_x=\kappa gH/E$.

Since $Eu'=ru$, logarithmic differentiation of $\sigma_{xx}=E^{1+r}/(1+u^2)$ gives

$$C=1+r-\frac{2ru^2}{1+u^2}=1-r+\frac{2r}{1+u^2}.$$

From $\sigma_{yx}=-u\sigma_{xx}$ we get $E\sigma_{yx}'=-u\sigma_{xx}(C+r)$. The inverse is

$$\sigma^{-1}=E^{-(1+r)}\begin{pmatrix}1&-u\\u&1\end{pmatrix},$$

hence

$$H=E^{-r}(\sigma_{xx}'-u\sigma_{yx}')=\frac{C+u^2(C+r)}{1+u^2}=C+\frac{ru^2}{1+u^2}=1+\frac{r}{1+u^2}.$$

At fixed $E$, $u\to\infty$ as $w\to\infty$, which gives the limits. For $r>1$, $H$ is always positive, and multiplying $C<0$ by $1+u^2$ gives $1+r-(r-1)u^2<0$.

For example, take $r=3/2$, $E=1$ and $w=3$. Then $u=3$, $\sigma_{xx}=0.1$, $\sigma_{xx}'=-0.02$ and $\sigma_{yx}'=-0.39$. Thus $C=-0.2$, while $H=-0.02+3(0.39)=1.15$. At $w=2$ the values are $C=0.1$ and $H=1.3$; the sign change lies at $u^2=5$.

## The tensor model and its proof in Lean

```lean
import Mathlib

open Matrix Filter Topology

namespace CorbinoHallThermopower

noncomputable section

/-- The Hall parameter `u = w E ^ r` at field strength `w` and energy `E > 0`, for a
scattering time that varies as `E ^ r`. -/
def hallAngle (w r E : ℝ) : ℝ := w * E ^ r

/-- The semiclassical magnetoconductivity tensor of a two-dimensional parabolic band at energy
`E > 0`, in reduced units, for a scattering time that varies as `E ^ r`. -/
def sigma (w r E : ℝ) : Matrix (Fin 2) (Fin 2) ℝ :=
  (E ^ (1 + r) / (1 + hallAngle w r E ^ 2)) •
    !![1, hallAngle w r E; -hallAngle w r E, 1]

/-- The entrywise energy derivative of the conductivity tensor, for `E > 0`. -/
def sigmaDeriv (w r E : ℝ) : Matrix (Fin 2) (Fin 2) ℝ :=
  Matrix.of fun i j => deriv (fun e => sigma w r e i j) E

/-- The current driven by a field `F` and a temperature gradient `g`, with the Mott form
`κ σ'` of the thermoelectric response, for `E > 0`. -/
def current (κ w r E : ℝ) (F g : Fin 2 → ℝ) : Fin 2 → ℝ :=
  sigma w r E *ᵥ F - κ • (sigmaDeriv w r E *ᵥ g)

/-- The dimensionless Corbino thermopower `E σ_xx' / σ_xx`, for `E > 0`. -/
def corbino (w r E : ℝ) : ℝ := E * sigmaDeriv w r E 0 0 / sigma w r E 0 0

/-- The dimensionless Hall-bar thermopower `E (σ⁻¹ σ')_xx`, for `E > 0`. -/
def hallBar (w r E : ℝ) : ℝ := E * ((sigma w r E)⁻¹ * sigmaDeriv w r E) 0 0

/-- At positive energy, the energy derivatives of `σ_xx` and `σ_yx` in closed form. -/
theorem hasDerivAt_sigma (w r : ℝ) {E : ℝ} (hE : 0 < E) :
    HasDerivAt (fun e => sigma w r e 0 0)
      (E ^ r * (1 + r + (1 - r) * hallAngle w r E ^ 2) / (1 + hallAngle w r E ^ 2) ^ 2) E ∧
    HasDerivAt (fun e => sigma w r e 1 0)
      (-(E ^ r * hallAngle w r E * (1 + 2 * r + hallAngle w r E ^ 2) /
        (1 + hallAngle w r E ^ 2) ^ 2)) E := by
  have hE' : E ≠ 0 := hE.ne'
  have hne : 1 + hallAngle w r E ^ 2 ≠ 0 := by positivity
  have h1 : HasDerivAt (fun e : ℝ => e ^ (1 + r)) ((1 + r) * E ^ r) E := by
    have h := Real.hasDerivAt_rpow_const (x := E) (p := 1 + r) (Or.inl hE')
    rwa [add_sub_cancel_left] at h
  -- the Hall parameter u satisfies u' = r u / E
  have h2 : HasDerivAt (fun e => hallAngle w r e) (r * hallAngle w r E / E) E := by
    have h := (Real.hasDerivAt_rpow_const (x := E) (p := r) (Or.inl hE')).const_mul w
    rw [Real.rpow_sub_one hE'] at h
    exact h.congr_deriv (by unfold hallAngle; ring)
  have hsq : HasDerivAt (fun e => 1 + hallAngle w r e ^ 2)
      (2 * r * hallAngle w r E ^ 2 / E) E :=
    ((h2.fun_pow 2).const_add 1).congr_deriv (by push_cast; ring)
  have h3 : HasDerivAt (fun e => e ^ (1 + r) / (1 + hallAngle w r e ^ 2))
      (E ^ r * (1 + r + (1 - r) * hallAngle w r E ^ 2) /
        (1 + hallAngle w r E ^ 2) ^ 2) E := by
    refine (h1.fun_div hsq hne).congr_deriv ?_
    rw [Real.rpow_add hE, Real.rpow_one]
    generalize hallAngle w r E = u at hne ⊢
    generalize E ^ r = p
    field_simp
    ring
  have s00 : ∀ e, sigma w r e 0 0 = e ^ (1 + r) / (1 + hallAngle w r e ^ 2) :=
    fun e => by simp [sigma]
  have s10 : ∀ e, sigma w r e 1 0 =
      -(e ^ (1 + r) / (1 + hallAngle w r e ^ 2) * hallAngle w r e) :=
    fun e => by simp [sigma]
  simp only [s00, s10]
  refine ⟨h3, (h3.fun_mul h2).fun_neg.congr_deriv ?_⟩
  rw [Real.rpow_add hE, Real.rpow_one]
  generalize hallAngle w r E = u at hne ⊢
  generalize E ^ r = p
  field_simp
  ring

/-- At positive energy the conductivity tensor is invertible, with the resistivity tensor
given explicitly. -/
theorem sigma_inv (w r : ℝ) {E : ℝ} (hE : 0 < E) :
    (sigma w r E)⁻¹ = (E ^ (1 + r))⁻¹ • !![1, -hallAngle w r E; hallAngle w r E, 1] ∧
    (sigma w r E)⁻¹ * sigma w r E = 1 := by
  have hP : E ^ (1 + r) ≠ 0 := (Real.rpow_pos_of_pos hE _).ne'
  have hne : 1 + hallAngle w r E ^ 2 ≠ 0 := by positivity
  have prod : ∀ u : ℝ, !![1, u; -u, 1] * !![1, -u; u, 1] =
      (1 + u ^ 2) • (1 : Matrix (Fin 2) (Fin 2) ℝ) := by
    intro u
    rw [Matrix.mul_fin_two, Matrix.one_fin_two]
    ext i j
    fin_cases i <;> fin_cases j <;> simp <;> ring
  have h : sigma w r E *
      ((E ^ (1 + r))⁻¹ • !![1, -hallAngle w r E; hallAngle w r E, 1]) = 1 := by
    have hs : E ^ (1 + r) / (1 + hallAngle w r E ^ 2) * (E ^ (1 + r))⁻¹ *
        (1 + hallAngle w r E ^ 2) = 1 := by
      generalize E ^ (1 + r) = P at hP ⊢
      field_simp
    rw [sigma, Matrix.smul_mul, Matrix.mul_smul, prod, smul_smul, smul_smul, hs, one_smul]
  have hi := Matrix.inv_eq_right_inv h
  exact ⟨hi, by rw [hi]; exact mul_eq_one_comm.mp h⟩

/-- Corbino geometry at positive energy: with no azimuthal field and a radial temperature
gradient `g`, the radial current vanishes exactly when the radial field is
`κ g / E` times the Corbino thermopower. -/
theorem corbino_open_circuit (κ w r f g : ℝ) {E : ℝ} (hE : 0 < E) :
    current κ w r E ![f, 0] ![g, 0] 0 = 0 ↔ f = κ * g * (corbino w r E / E) := by
  have hs : sigma w r E 0 0 ≠ 0 := by
    have h : sigma w r E 0 0 = E ^ (1 + r) / (1 + hallAngle w r E ^ 2) := by simp [sigma]
    rw [h]
    positivity
  have hc : current κ w r E ![f, 0] ![g, 0] 0 =
      sigma w r E 0 0 * f - κ * (sigmaDeriv w r E 0 0 * g) := by
    simp [current]
  rw [hc, corbino]
  generalize sigma w r E 0 0 = s at hs ⊢
  generalize sigmaDeriv w r E 0 0 = d
  have e : κ * g * (E * d / s / E) = κ * (d * g) / s := by field_simp
  rw [e, eq_div_iff hs, sub_eq_zero, mul_comm s f]

/-- Hall-bar geometry at positive energy: if both current components vanish under a
longitudinal temperature gradient `g`, the longitudinal field is `κ g / E` times the
Hall-bar thermopower. -/
theorem hallBar_open_circuit (κ w r g : ℝ) {E : ℝ} (hE : 0 < E) (F : Fin 2 → ℝ)
    (h : current κ w r E F ![g, 0] = 0) : F 0 = κ * g * (hallBar w r E / E) := by
  have h1 : sigma w r E *ᵥ F = κ • (sigmaDeriv w r E *ᵥ ![g, 0]) := sub_eq_zero.mp h
  -- multiply the balance of currents by the resistivity tensor
  have hF : F = κ • (((sigma w r E)⁻¹ * sigmaDeriv w r E) *ᵥ ![g, 0]) := by
    calc F = (sigma w r E)⁻¹ *ᵥ (sigma w r E *ᵥ F) := by
          rw [Matrix.mulVec_mulVec, (sigma_inv w r hE).2, Matrix.one_mulVec]
      _ = _ := by rw [h1, Matrix.mulVec_smul, Matrix.mulVec_mulVec]
  have hM : ∀ M : Matrix (Fin 2) (Fin 2) ℝ, (κ • (M *ᵥ ![g, 0])) 0 = κ * (M 0 0 * g) :=
    fun M => by simp
  have h0 := (congrFun hF 0).trans (hM _)
  rw [h0, hallBar, mul_div_cancel_left₀ _ hE.ne']
  ring

/-- The Corbino thermopower at any field strength and positive energy. -/
theorem corbino_eq (w r : ℝ) {E : ℝ} (hE : 0 < E) :
    corbino w r E = 1 - r + 2 * r / (1 + hallAngle w r E ^ 2) := by
  have d00 : sigmaDeriv w r E 0 0 = _ := (hasDerivAt_sigma w r hE).1.deriv
  have s00 : sigma w r E 0 0 = E ^ (1 + r) / (1 + hallAngle w r E ^ 2) := by simp [sigma]
  have hp := Real.rpow_pos_of_pos hE r
  have hne : 1 + hallAngle w r E ^ 2 ≠ 0 := by positivity
  rw [corbino, d00, s00, Real.rpow_add hE, Real.rpow_one]
  generalize hallAngle w r E = u at hne ⊢
  generalize E ^ r = p at hp ⊢
  field_simp
  ring

/-- The Hall-bar thermopower at any field strength and positive energy. -/
theorem hallBar_eq (w r : ℝ) {E : ℝ} (hE : 0 < E) :
    hallBar w r E = 1 + r / (1 + hallAngle w r E ^ 2) := by
  have d00 : sigmaDeriv w r E 0 0 = _ := (hasDerivAt_sigma w r hE).1.deriv
  have d10 : sigmaDeriv w r E 1 0 = _ := (hasDerivAt_sigma w r hE).2.deriv
  have i00 : (sigma w r E)⁻¹ 0 0 = (E ^ (1 + r))⁻¹ := by
    rw [(sigma_inv w r hE).1]; simp
  have i01 : (sigma w r E)⁻¹ 0 1 = -((E ^ (1 + r))⁻¹ * hallAngle w r E) := by
    rw [(sigma_inv w r hE).1]; simp
  have hp := Real.rpow_pos_of_pos hE r
  have hne : 1 + hallAngle w r E ^ 2 ≠ 0 := by positivity
  rw [hallBar, Matrix.mul_apply, Fin.sum_univ_two, d00, d10, i00, i01,
    Real.rpow_add hE, Real.rpow_one]
  generalize hallAngle w r E = u at hne ⊢
  generalize E ^ r = p at hp ⊢
  field_simp
  ring

/-- At fixed positive energy and in the strong-field limit, the Corbino thermopower tends to
`1 - r` and the Hall-bar thermopower to `1`; for `r > 1` the first is negative and the second
positive at all sufficiently strong fields. -/
theorem strong_field_thermopower (r : ℝ) {E : ℝ} (hE : 0 < E) :
    Tendsto (fun w => corbino w r E) atTop (𝓝 (1 - r)) ∧
    Tendsto (fun w => hallBar w r E) atTop (𝓝 1) ∧
    (1 < r → ∀ᶠ w in atTop, corbino w r E < 0 ∧ 0 < hallBar w r E) := by
  have hu : Tendsto (fun w => hallAngle w r E) atTop atTop :=
    tendsto_id.atTop_mul_const (Real.rpow_pos_of_pos hE r)
  have hu2 : Tendsto (fun w => hallAngle w r E ^ 2) atTop atTop :=
    (tendsto_pow_atTop two_ne_zero).comp hu
  -- both field-dependent corrections carry this vanishing factor
  have h0 : Tendsto (fun w => (1 + hallAngle w r E ^ 2)⁻¹) atTop (𝓝 0) :=
    tendsto_inv_atTop_zero.comp (tendsto_atTop_add_const_left _ 1 hu2)
  have hC : Tendsto (fun w => corbino w r E) atTop (𝓝 (1 - r)) := by
    have h := (h0.const_mul (2 * r)).const_add (1 - r)
    rw [mul_zero, add_zero] at h
    refine h.congr (fun w => ?_)
    rw [corbino_eq w r hE, div_eq_mul_inv]
  have hH : Tendsto (fun w => hallBar w r E) atTop (𝓝 1) := by
    have h := (h0.const_mul r).const_add 1
    rw [mul_zero, add_zero] at h
    refine h.congr (fun w => ?_)
    rw [hallBar_eq w r hE, div_eq_mul_inv]
  refine ⟨hC, hH, fun hr => ?_⟩
  exact (hC.eventually_lt_const (by linarith)).and (hH.eventually_const_lt one_pos)

/-- For `r > 1` and positive energy, the Corbino thermopower is negative and the Hall-bar
thermopower positive exactly when the Hall parameter satisfies `r + 1 < (r - 1) u ^ 2`. -/
theorem opposite_signs_iff (w : ℝ) {r E : ℝ} (hr : 1 < r) (hE : 0 < E) :
    (corbino w r E < 0 ∧ 0 < hallBar w r E) ↔ r + 1 < (r - 1) * hallAngle w r E ^ 2 := by
  have hr0 : 0 < r := by linarith
  have hpos : 0 < 1 + hallAngle w r E ^ 2 := by positivity
  have hH : 0 < 1 + r / (1 + hallAngle w r E ^ 2) := by positivity
  have hc : 1 - r + 2 * r / (1 + hallAngle w r E ^ 2) =
      (1 + r - (r - 1) * hallAngle w r E ^ 2) / (1 + hallAngle w r E ^ 2) := by
    rw [eq_div_iff hpos.ne', add_mul, div_mul_cancel₀ _ hpos.ne']
    ring
  rw [corbino_eq w r hE, hallBar_eq w r hE, hc]
  constructor
  · rintro ⟨h, _⟩
    have h' := (div_lt_iff₀ hpos).mp h
    linarith
  · intro h
    exact ⟨div_neg_of_neg_of_pos (by linarith) hpos, hH⟩

end

end CorbinoHallThermopower
```

```lean
#print axioms CorbinoHallThermopower.hallBar_open_circuit
#print axioms CorbinoHallThermopower.hallBar_eq
#print axioms CorbinoHallThermopower.strong_field_thermopower
#print axioms CorbinoHallThermopower.opposite_signs_iff
```

```
'CorbinoHallThermopower.hallBar_open_circuit' depends on axioms: [propext, Classical.choice, Quot.sound]
'CorbinoHallThermopower.hallBar_eq' depends on axioms: [propext, Classical.choice, Quot.sound]
'CorbinoHallThermopower.strong_field_thermopower' depends on axioms: [propext, Classical.choice, Quot.sound]
'CorbinoHallThermopower.opposite_signs_iff' depends on axioms: [propext, Classical.choice, Quot.sound]
```

## Fixed energy, Mott response and classical orbits

`hallAngle` is $u$, which is the tangent of the Hall angle and not the angle itself. `sigma` is the real $2\times2$ tensor, and `sigmaDeriv` is its entrywise energy derivative. Indices `0` and `1` mean $x$ and $y$, or radial and azimuthal. `corbino` and `hallBar` are $C$ and $H$.

`hasDerivAt_sigma` proves the two derivatives used, by the power, product and quotient rules; `field_simp` and `ring` finish the algebra. `sigma_inv` verifies the inverse by multiplication. The closed forms `corbino_eq` and `hallBar_eq` therefore rest on genuine derivatives and a genuine inverse.

`corbino_open_circuit` is an equivalence: the radial current vanishes exactly at the stated field. `hallBar_open_circuit` assumes that both currents vanish and deduces the longitudinal field by multiplying by $\sigma^{-1}$.

`strong_field_thermopower` sends $(1+u^2)^{-1}$ to zero in the closed forms, then reads the eventual signs from the limits. `opposite_signs_iff` clears the positive denominator to obtain the exact threshold.

The limit is taken at each fixed $E>0$, with no claim of uniformity in energy. The Mott response and the form of $\sigma$ are assumed, not derived from a Boltzmann equation. The model has no thermal averaging, phonon drag or Landau quantisation, so applying its strong-field limit to a material requires large $u$ while the semiclassical description still holds.
